# The swap operator as an entanglement witness: $\operatorname{Tr}(F\rho)\ge 0$ for separable $\rho$

## Question

To call a state of two $d$-level systems separable I have to decide what the sum $\rho=\sum_k p_k\,A_k\otimes B_k$ may contain: normalised density matrices with probabilities adding to one, or just positive semidefinite $A_k$, $B_k$ with weights $p_k\ge 0$. I believe the second, looser version is enough for the following claim. If $F$ is the operator that exchanges the two systems, then every such $\rho$ has $\operatorname{Tr}(F\rho)\ge 0$, while the two-qubit singlet projector gives $-1$ and therefore has no separable form. Can this be stated and proved in Lean 4 with Mathlib, and can one also see how much white noise the singlet tolerates before the test stops detecting it?

## Answer

The looser version suffices. The development below proves the inequality in any finite dimension, the violation for every nonzero antisymmetric vector, and the exact threshold for the singlet mixed with white noise. With singlet weight $w\ge0$ and noise weight $1-w$, the mixture is separable exactly when $w\le1/3$. Its swap expectation $(1-3w)/2$ is negative for every larger $w$, so the witness detects the entanglement for every noise weight below $2/3$. The name Werner state usually covers the family invariant under $U\otimes U$ in every dimension $d$, whereas `werner w` here is only the two-qubit one-parameter form, and its threshold is proved for $w\ge 0$.

### Modelling choices

Each subsystem has an orthonormal basis labelled by a finite type `n`, with $d$ the number of labels. Both factors carry the same labels, which the exchange needs in order to be an operator on the joint space. The product basis vector $|ij\rangle$ is the pair `(i, j)`, so an operator on $\mathbb{C}^d\otimes\mathbb{C}^d$ is a `Matrix (n × n) (n × n) ℂ`. The tensor product of operators is the Kronecker product `⊗ₖ`, with entries $(A\otimes B)_{(ik),(jl)}=A_{ij}B_{kl}$.

The swap `swapOp n` has entry $1$ in row `p` and column `q` when `q = p.swap`, and $0$ otherwise. This is $F|ij\rangle=|ji\rangle$.

`IsSeparable ρ` says that there are a natural number `m`, real weights `p k` with `0 ≤ p k`, and matrices `A k`, `B k` satisfying `PosSemidef`, such that $\rho$ is the sum of the $m$ terms $p_kA_k\otimes B_k$. Mathlib's `PosSemidef` includes hermiticity. Nothing fixes a trace, so the predicate describes the cone of separable operators, and every normalised separable density matrix is a member. The empty sum is allowed, so the zero operator counts as separable.

The trace of a complex matrix is a complex number. Opening `ComplexOrder` makes `0 ≤ z` mean that $z$ has zero imaginary part and nonnegative real part. The main theorem `swap_expectation_nonneg` therefore reads: if $\rho$ is separable, then $\operatorname{Tr}(F\rho)$ is real and nonnegative.

`ketbra v` is $|v\rangle\langle v|$ with entries $v_i\overline{v_j}$, and `star ψ ⬝ᵥ ψ` is $\langle\psi|\psi\rangle$. The hypothesis `∀ i j, ψ (j, i) = -ψ (i, j)` is $F\psi=-\psi$ written in components. For qubits the labels are `Fin 2`, the matrix `eps` is $\varepsilon$ with $\varepsilon_{01}=1$ and $\varepsilon_{10}=-1$, and `singletVec` has components $\varepsilon_{ij}/\sqrt2$, that is $|s\rangle=(|01\rangle-|10\rangle)/\sqrt2$. Its projector is `singlet`, and `werner w` is $\rho_w=w\,|s\rangle\langle s|+\tfrac{1-w}{4}\mathbb{1}$, defined for every real $w$.

The other main theorems read as follows. `antisymmetric_not_separable`: for a nonzero antisymmetric $\psi$ in any finite dimension, $|\psi\rangle\langle\psi|$ is not separable. `singlet_not_separable`: the singlet projector has swap expectation $-1$ and is not separable. `werner_separable_iff`: for $w\ge0$, $\rho_w$ is separable exactly when $w\le 1/3$.

### Derivation by hand

The matrix elements of the swap are $F_{(ij),(kl)}=\delta_{il}\delta_{jk}$. For any operator $\rho$,
$$\operatorname{Tr}(F\rho)=\sum_{ij}\sum_{kl}\delta_{il}\delta_{jk}\,\rho_{(kl),(ij)}=\sum_{ij}\rho_{(ji),(ij)} .$$
For a product operator the element is $(A\otimes B)_{(ji),(ij)}=A_{ji}B_{ij}$, so
$$\operatorname{Tr}[F(A\otimes B)]=\sum_{ij}A_{ji}B_{ij}=\operatorname{Tr}(AB).$$

Let $A$ and $B$ be positive semidefinite. Write $B=C^\dagger C$, for instance with $C=B^{1/2}$. Cyclicity of the trace gives $\operatorname{Tr}(AB)=\operatorname{Tr}(AC^\dagger C)=\operatorname{Tr}(CAC^\dagger)$. The matrix $CAC^\dagger$ is positive semidefinite, since $x^\dagger CAC^\dagger x=y^\dagger Ay\ge0$ with $y=C^\dagger x$. Its diagonal entries are real and nonnegative, and so is their sum. By linearity, a separable $\rho$ has
$$\operatorname{Tr}(F\rho)=\sum_k p_k\operatorname{Tr}(A_kB_k)\ge0 .$$

Now take $\psi$ with $\psi_{ji}=-\psi_{ij}$. The first formula applied to $|\psi\rangle\langle\psi|$ gives
$$\operatorname{Tr}(F|\psi\rangle\langle\psi|)=\sum_{ij}\psi_{ji}\overline{\psi_{ij}}=-\sum_{ij}|\psi_{ij}|^2=-\langle\psi|\psi\rangle .$$
If $|\psi\rangle\langle\psi|$ were separable, then $-\langle\psi|\psi\rangle\ge0$, which together with $\langle\psi|\psi\rangle\ge0$ forces $\psi=0$. The singlet is antisymmetric because $\varepsilon$ is, and $\langle s|s\rangle=\tfrac12+\tfrac12=1$. Its swap expectation is $-1$, which is negative, so it is not separable.

For the noisy singlet we need $\operatorname{Tr}F=\sum_{ij}\delta_{ij}=2$ for qubits. Then
$$\operatorname{Tr}(F\rho_w)=-w+\frac{1-w}{4}\cdot2=\frac{1-3w}{2},$$
and separability requires $w\le1/3$.

The converse needs an explicit decomposition. With Pauli matrices $X,Y,Z$ one checks entrywise that $|s\rangle\langle s|=\tfrac14(\mathbb 1-X\otimes X-Y\otimes Y-Z\otimes Z)$, hence
$$\rho_w=\tfrac14\mathbb 1-\tfrac w4\,(X\otimes X+Y\otimes Y+Z\otimes Z).$$
The unnormalised vectors $(1,\pm1)$ and $(1,\pm i)$ have $|v\rangle\langle v|=\mathbb 1\pm X$ and $\mathbb 1\pm Y$. Pairing opposite signs cancels the single-qubit terms:
$$(\mathbb 1+X)\otimes(\mathbb 1-X)+(\mathbb 1-X)\otimes(\mathbb 1+X)=2(\mathbb 1-X\otimes X),$$
and the same holds for $Y$. With weight $w/8$ on each of these four products, their sum is $\tfrac w2\mathbb 1-\tfrac w4(X\otimes X+Y\otimes Y)$. For the $Z$ basis let $P_{ab}=|a\rangle\langle a|\otimes|b\rangle\langle b|$. Then $P_{01}+P_{10}=\tfrac12(\mathbb 1-Z\otimes Z)$ and $P_{00}+P_{11}=\tfrac12(\mathbb 1+Z\otimes Z)$, so
$$\tfrac{1-w}4(P_{01}+P_{10})+\tfrac{1-3w}4(P_{00}+P_{11})=\tfrac{1-2w}4\mathbb 1-\tfrac w4\,Z\otimes Z .$$
The identity parts add to $\tfrac w2+\tfrac{1-2w}4=\tfrac14$, and the eight terms sum to $\rho_w$ for every real $w$. The weights $(1-w)/4$, $(1-3w)/4$ and $w/8$ are all nonnegative when $0\le w\le1/3$.

### The Lean file

```lean
import Mathlib

open Matrix
open scoped Kronecker ComplexOrder MatrixOrder

namespace SwapEntanglementWitness

noncomputable section

variable {n : Type*} [Fintype n] [DecidableEq n]

/-- The swap operator `F` on `ℂ^n ⊗ ℂ^n`, exchanging the two labels of a product basis state. -/
def swapOp (n : Type*) [DecidableEq n] : Matrix (n × n) (n × n) ℂ :=
  Matrix.of fun p q => if q = p.swap then 1 else 0

/-- `ρ` is separable if it is a finite sum `∑ p_k A_k ⊗ B_k` with `p_k ≥ 0` and
`A_k`, `B_k` positive semidefinite. -/
def IsSeparable (ρ : Matrix (n × n) (n × n) ℂ) : Prop :=
  ∃ (m : ℕ) (p : Fin m → ℝ) (A B : Fin m → Matrix n n ℂ),
    (∀ k, 0 ≤ p k) ∧ (∀ k, (A k).PosSemidef) ∧ (∀ k, (B k).PosSemidef) ∧
      ρ = ∑ k, (p k : ℂ) • (A k ⊗ₖ B k)

/-- The operator `|v⟩⟨v|`. -/
def ketbra {m : Type*} (v : m → ℂ) : Matrix m m ℂ :=
  Matrix.of fun i j => v i * star (v j)

/-- The expectation of the swap is the sum of the matrix elements `⟨j i|ρ|i j⟩`. -/
theorem trace_swap_mul (ρ : Matrix (n × n) (n × n) ℂ) :
    (swapOp n * ρ).trace = ∑ i, ∑ j, ρ (j, i) (i, j) := by
  have h : ∀ p, (swapOp n * ρ) p p = ρ p.swap p := by
    intro p
    simp [swapOp, Matrix.mul_apply]
  simp only [Matrix.trace, Matrix.diag_apply, h, Fintype.sum_prod_type, Prod.swap_prod_mk]

/-- The trace of a product of two positive semidefinite matrices is real and nonnegative. -/
theorem trace_mul_posSemidef_nonneg {A B : Matrix n n ℂ} (hA : A.PosSemidef)
    (hB : B.PosSemidef) : 0 ≤ (A * B).trace := by
  -- factor B = C† C
  have hC : ∃ C : Matrix n n ℂ, B = Cᴴ * C := by
    obtain ⟨C, hC⟩ := CStarAlgebra.nonneg_iff_eq_star_mul_self.mp hB.nonneg
    exact ⟨C, hC⟩
  obtain ⟨C, rfl⟩ := hC
  -- Tr(A C† C) = Tr(C A C†), the trace of a positive semidefinite matrix
  rw [← Matrix.mul_assoc, Matrix.trace_mul_cycle]
  exact (hA.mul_mul_conjTranspose_same C).trace_nonneg

/-- For every separable `ρ` the swap expectation `Tr(F ρ)` is real and nonnegative. -/
theorem swap_expectation_nonneg {ρ : Matrix (n × n) (n × n) ℂ} (hρ : IsSeparable ρ) :
    0 ≤ (swapOp n * ρ).trace := by
  obtain ⟨m, p, A, B, hp, hA, hB, rfl⟩ := hρ
  rw [Matrix.mul_sum, Matrix.trace_sum]
  refine Finset.sum_nonneg fun k _ => ?_
  -- the k-th product term contributes p_k Tr(A_k B_k)
  have hk : (swapOp n * (A k ⊗ₖ B k)).trace = (A k * B k).trace := by
    rw [trace_swap_mul, Finset.sum_comm]
    simp [Matrix.trace, Matrix.mul_apply, Matrix.kroneckerMap_apply]
  rw [Matrix.mul_smul, Matrix.trace_smul, hk, smul_eq_mul]
  exact mul_nonneg (Complex.zero_le_real.mpr (hp k))
    (trace_mul_posSemidef_nonneg (hA k) (hB k))

/-- The operator `|v⟩⟨v|` is positive semidefinite. -/
theorem ketbra_posSemidef {m : Type*} [Fintype m] (v : m → ℂ) : (ketbra v).PosSemidef := by
  have h : ketbra v = (Matrix.of fun (_ : Unit) j => star (v j))ᴴ *
      (Matrix.of fun (_ : Unit) j => star (v j)) := by
    ext i j
    simp [ketbra, Matrix.mul_apply]
  rw [h]
  exact Matrix.posSemidef_conjTranspose_mul_self _

/-- For a vector `ψ` antisymmetric under exchange, `Tr(F |ψ⟩⟨ψ|) = -⟨ψ|ψ⟩`. -/
theorem trace_swap_antisymmetric {ψ : n × n → ℂ} (h : ∀ i j, ψ (j, i) = -ψ (i, j)) :
    (swapOp n * ketbra ψ).trace = -(star ψ ⬝ᵥ ψ) := by
  rw [trace_swap_mul]
  simp only [ketbra, Matrix.of_apply, dotProduct, Fintype.sum_prod_type, Pi.star_apply,
    ← Finset.sum_neg_distrib]
  refine Finset.sum_congr rfl fun i _ => Finset.sum_congr rfl fun j _ => ?_
  rw [h i j]
  ring

/-- For a nonzero vector `ψ` antisymmetric under exchange, `|ψ⟩⟨ψ|` is not separable. -/
theorem antisymmetric_not_separable {ψ : n × n → ℂ} (h : ∀ i j, ψ (j, i) = -ψ (i, j))
    (hψ : ψ ≠ 0) : ¬ IsSeparable (ketbra ψ) := by
  intro hsep
  have h1 := swap_expectation_nonneg hsep
  rw [trace_swap_antisymmetric h] at h1
  -- both ⟨ψ|ψ⟩ and -⟨ψ|ψ⟩ would be nonnegative
  have h2 : star ψ ⬝ᵥ ψ = 0 :=
    le_antisymm (neg_nonneg.mp h1) (dotProduct_star_self_nonneg ψ)
  exact hψ (dotProduct_star_self_eq_zero.mp h2)

/-- The antisymmetric symbol on two indices, `ε₀₁ = 1`, `ε₁₀ = -1`. -/
def eps : Matrix (Fin 2) (Fin 2) ℂ := !![0, 1; -1, 0]

/-- The two-qubit singlet vector `(|01⟩ - |10⟩)/√2`. -/
def singletVec : Fin 2 × Fin 2 → ℂ :=
  fun p => (((Real.sqrt 2)⁻¹ : ℝ) : ℂ) * eps p.1 p.2

/-- The projector on the singlet vector. -/
def singlet : Matrix (Fin 2 × Fin 2) (Fin 2 × Fin 2) ℂ := ketbra singletVec

/-- The matrix elements of the singlet projector are `ε_{ij} ε_{kl} / 2`. -/
theorem singlet_apply (p q : Fin 2 × Fin 2) :
    singlet p q = (1 / 2) * eps p.1 p.2 * eps q.1 q.2 := by
  have hs : (((Real.sqrt 2)⁻¹ : ℝ) : ℂ) * (((Real.sqrt 2)⁻¹ : ℝ) : ℂ) = 1 / 2 := by
    rw [← Complex.ofReal_mul, ← mul_inv, Real.mul_self_sqrt (by norm_num : (0 : ℝ) ≤ 2)]
    norm_num
  have hc : star ((((Real.sqrt 2)⁻¹ : ℝ) : ℂ)) = (((Real.sqrt 2)⁻¹ : ℝ) : ℂ) :=
    Complex.conj_ofReal _
  have he : ∀ a b, star (eps a b) = eps a b := by
    intro a b
    fin_cases a <;> fin_cases b <;> simp [eps]
  change ((((Real.sqrt 2)⁻¹ : ℝ) : ℂ) * eps p.1 p.2) *
    star ((((Real.sqrt 2)⁻¹ : ℝ) : ℂ) * eps q.1 q.2) = _
  rw [star_mul', he, hc]
  linear_combination (eps p.1 p.2 * eps q.1 q.2) * hs

/-- The singlet vector is antisymmetric under exchange and normalised. -/
theorem antisymmetric_witness :
    (∀ i j, singletVec (j, i) = -singletVec (i, j)) ∧ star singletVec ⬝ᵥ singletVec = 1 := by
  constructor
  · intro i j
    fin_cases i <;> fin_cases j <;> simp [singletVec, eps]
  · have h : star singletVec ⬝ᵥ singletVec = ∑ p, singlet p p := by
      unfold dotProduct
      exact Finset.sum_congr rfl fun p _ => mul_comm (star (singletVec p)) (singletVec p)
    rw [h]
    simp [singlet_apply, Fintype.sum_prod_type, Fin.sum_univ_two, eps]
    norm_num

/-- The singlet projector has swap expectation `-1` and is not separable. -/
theorem singlet_not_separable :
    (swapOp (Fin 2) * singlet).trace = -1 ∧ ¬ IsSeparable singlet := by
  have h : (swapOp (Fin 2) * singlet).trace = -1 := by
    rw [singlet, trace_swap_antisymmetric antisymmetric_witness.1, antisymmetric_witness.2]
  refine ⟨h, fun hsep => ?_⟩
  have h1 := swap_expectation_nonneg hsep
  rw [h] at h1
  have h2 := (Complex.le_def.mp h1).1
  norm_num at h2

/-- The two-qubit Werner operator `w · singlet + (1 - w) · 1/4`. -/
def werner (w : ℝ) : Matrix (Fin 2 × Fin 2) (Fin 2 × Fin 2) ℂ :=
  (w : ℂ) • singlet + (((1 - w) / 4 : ℝ) : ℂ) • (1 : Matrix (Fin 2 × Fin 2) (Fin 2 × Fin 2) ℂ)

/-- The swap expectation of the Werner operator is `(1 - 3w)/2`. -/
theorem trace_swap_werner (w : ℝ) :
    (swapOp (Fin 2) * werner w).trace = (((1 - 3 * w) / 2 : ℝ) : ℂ) := by
  rw [trace_swap_mul]
  simp [werner, singlet_apply, eps, Fin.sum_univ_two, Matrix.one_apply]
  ring

/-- For singlet weight `w ≥ 0` the Werner operator is separable exactly when `w ≤ 1/3`. -/
theorem werner_separable_iff {w : ℝ} (hw : 0 ≤ w) : IsSeparable (werner w) ↔ w ≤ 1 / 3 := by
  constructor
  · intro hsep
    have h := swap_expectation_nonneg hsep
    rw [trace_swap_werner] at h
    have h2 := Complex.zero_le_real.mp h
    linarith
  · intro h3
    -- products of rank-one operators built from Z, X and Y eigenvectors
    refine ⟨8,
      ![(1 - w) / 4, (1 - w) / 4, (1 - 3 * w) / 4, (1 - 3 * w) / 4,
        w / 8, w / 8, w / 8, w / 8],
      fun k => ketbra ((![![1, 0], ![0, 1], ![1, 0], ![0, 1], ![1, 1], ![1, -1],
        ![1, Complex.I], ![1, -Complex.I]] : Fin 8 → Fin 2 → ℂ) k),
      fun k => ketbra ((![![0, 1], ![1, 0], ![1, 0], ![0, 1], ![1, -1], ![1, 1],
        ![1, -Complex.I], ![1, Complex.I]] : Fin 8 → Fin 2 → ℂ) k),
      ?_, fun k => ketbra_posSemidef _, fun k => ketbra_posSemidef _, ?_⟩
    · intro k
      fin_cases k <;> simp <;> linarith
    · rw [Fin.sum_univ_eight]
      ext ⟨i, j⟩ ⟨k, l⟩
      fin_cases i <;> fin_cases j <;> fin_cases k <;> fin_cases l <;>
        simp [werner, singlet_apply, eps, ketbra, Matrix.kroneckerMap_apply] <;> ring

end

end SwapEntanglementWitness
```

```lean
#print axioms SwapEntanglementWitness.antisymmetric_not_separable
-- 'SwapEntanglementWitness.antisymmetric_not_separable' depends on axioms: [propext, Classical.choice, Quot.sound]
#print axioms SwapEntanglementWitness.singlet_not_separable
-- 'SwapEntanglementWitness.singlet_not_separable' depends on axioms: [propext, Classical.choice, Quot.sound]
#print axioms SwapEntanglementWitness.werner_separable_iff
-- 'SwapEntanglementWitness.werner_separable_iff' depends on axioms: [propext, Classical.choice, Quot.sound]
```

### Remarks on the proof

`trace_swap_mul` is the first formula of the derivation. Its inner step `h` evaluates a diagonal entry of the product, where the sum over the intermediate index collapses on the single $1$ in each row of $F$ and leaves `ρ p.swap p`. `Fintype.sum_prod_type` then splits the sum over pairs into the double sum over $i$ and $j$.

`trace_mul_posSemidef_nonneg` obtains the factorisation $B=C^\dagger C$ from `CStarAlgebra.nonneg_iff_eq_star_mul_self`. That lemma speaks of nonnegative elements in an ordered algebra, and opening `MatrixOrder` supplies the order in which `hB.nonneg` turns positive semidefiniteness into $0\le B$. `Matrix.trace_mul_cycle` moves $C$ to the front, `mul_mul_conjTranspose_same` gives positivity of $CAC^\dagger$, and `trace_nonneg` finishes.

`swap_expectation_nonneg` unpacks the decomposition, distributes product and trace over the sum, and reduces the claim to a single term with `Finset.sum_nonneg`. The step `hk` is $\operatorname{Tr}[F(A\otimes B)]=\operatorname{Tr}(AB)$, where `Finset.sum_comm` exchanges the two summations so that $\sum_{ij}A_{ji}B_{ij}$ has the shape of the trace of a product. The term is then $p_k$ times a nonnegative number, and `Complex.zero_le_real` carries $p_k\ge0$ into the complex order.

`ketbra_posSemidef` writes $|v\rangle\langle v|$ as $R^\dagger R$ for the one-row matrix $R=\langle v|$, whose single row is indexed by `Unit`. It is used for the factors in the eight-term decomposition.

`trace_swap_antisymmetric` compares the two double sums term by term, substituting $\psi_{ji}=-\psi_{ij}$ in each. `antisymmetric_not_separable` squeezes $\langle\psi|\psi\rangle$ to zero from both sides with `le_antisymm`, and `dotProduct_star_self_eq_zero` concludes $\psi=0$.

`singlet_apply` removes the square root once, giving the entries $\tfrac12\varepsilon_{ij}\varepsilon_{kl}$ from $(1/\sqrt2)^2=\tfrac12$ and the reality of $\varepsilon$. `antisymmetric_witness` checks antisymmetry on the four index pairs and computes the norm as the sum of the diagonal entries of the projector. `singlet_not_separable` combines these two facts into the value $-1$ and reads the real part of the inequality $0\le-1$ to reach a contradiction.

`trace_swap_werner` sums the four entries selected by `trace_swap_mul`. In `werner_separable_iff` the forward direction is the main theorem followed by linear arithmetic, and it does not use `hw`. The backward direction lists the eight weights and the two lists of eight vectors, first the four $Z$-basis products, then the $X$ pairs and the $Y$ pairs. `linarith` checks the signs of the weights from `hw` and `h3`. Where the hand derivation uses Pauli algebra, Lean compares all sixteen matrix entries, each a linear identity in $w$.

### Remarks on hypotheses and scope

None of the hypotheses can simply be dropped. The eight-term identity at $w=1$ writes the singlet as a sum of positive semidefinite products with weight $-\tfrac12$ on $P_{00}$ and $P_{11}$, so the inequality fails without $p_k\ge0$. The Pauli form writes the singlet with weights $\tfrac14$ and Hermitian factors such as $X\otimes(-X)$, so it also fails if the factors are only Hermitian. For $\psi=0$ the operator $|\psi\rangle\langle\psi|$ is the empty sum and is separable. At $w=-1$ the condition $w\le1/3$ holds, but $\rho_w$ has eigenvalue $(1+3w)/4=-\tfrac12$ on the singlet, and a separable operator has no negative eigenvalue, so the equivalence needs a lower bound on $w$. The bound $w\ge0$ is not the sharp one: for $-1/3\le w<0$ the operator $\rho_w$ is also a separable state, as pairing equal signs in all three Pauli bases shows, but the theorem does not cover this range. The theorem puts no upper bound on $w$, and for $w>1$, where $\rho_w$ is not a state, it still gives non-separability.

The setting is two factors of equal finite dimension and finite sums. Infinite-dimensional systems, unequal dimensions and more than two parties are not covered. The antisymmetry condition refers to labelled tensor factors. A two-electron Slater determinant in a finite spin-orbital basis satisfies it, so non-separability in this sense is not a measure of electron correlation.

The counter-examples just given and the points in this paragraph are hand arguments that the Lean theorems do not state. The test is one-sided: the Bell vector $(|00\rangle+|11\rangle)/\sqrt2$ is symmetric, has swap expectation $+1$, and is entangled. For two spins $\tfrac12$ with $\hbar=1$, $F=\tfrac12+2\,\mathbf S_1\cdot\mathbf S_2$, so a normalised separable state has $\langle\mathbf S_1\cdot\mathbf S_2\rangle\ge-\tfrac14$ while the singlet has $-\tfrac34$. In the isotropic Heisenberg dimer $H=J\,\mathbf S_1\cdot\mathbf S_2$ with $J>0$, an idealised two-site model without field or anisotropy, an energy below $-J/4$ therefore certifies entanglement, and the thermal state has the form $\rho_w$ with $w\ge0$, to which the threshold applies. Setting $A=B=\sigma$ in the identity of step `hk`, where $\sigma$ is a density matrix such as a reduced state obtained by partial trace, gives its purity $\operatorname{Tr}\sigma^2$ as the swap expectation on two copies.
